# States without spin-2 bond components on an open spin-1 chain form a four-dimensional space

## Spins and bonds

Take $N\ge2$ spins 1 on an open chain, with $\hbar=1$. In the Cartesian basis each site has an index $a_j\in\{x,y,z\}$, the spin matrices are $(S^k)_{cd}=-i\epsilon_{kcd}$ with $\epsilon$ the Levi-Civita symbol, and a state is an amplitude $\psi(a_1,\dots,a_N)$, not necessarily normalised. For two neighbours with amplitudes $T_{cd}$, write $t=\sum_c T_{cc}$. Then

$$(\mathbf S\cdot\mathbf S\,T)_{cd}=T_{dc}-\delta_{cd}t,\qquad ((\mathbf S\cdot\mathbf S)^2T)_{cd}=T_{cd}+\delta_{cd}t .$$

The bond term of the Affleck–Kennedy–Lieb–Tasaki (AKLT) model is therefore

$$PT=\left(\tfrac13+\tfrac12\mathbf S\cdot\mathbf S+\tfrac16(\mathbf S\cdot\mathbf S)^2\right)T,\qquad (PT)_{cd}=\tfrac12(T_{cd}+T_{dc})-\tfrac13\delta_{cd}t .$$

For total spin 2, 1, 0 the coupling $\mathbf S\cdot\mathbf S$ equals $1,-1,-2$, and the polynomial equals $1,0,0$: $P$ projects onto spin 2.

## Which states every bond annihilates

They are exactly

$$\psi(a_1,\dots,a_N)=\operatorname{tr}(B\sigma_{a_1}\cdots\sigma_{a_N}),$$

with $\sigma_c$ the Pauli matrices and $B$ any complex $2\times2$ matrix, and they form a space of dimension four.

In Lean, `Chain N` is the type of index lists of length `N`, with 0, 1, 2 for $x,y,z$, and a state is a function `Chain N → ℂ`. `Annihilated` applies `spinTwo` to each neighbouring pair, holding the indices `l` to its left and `r` to its right fixed. `mps N` is the linear map $B\mapsto\psi$. The theorem `aklt_open_chain` identifies the annihilated states with its range and gives the range complex dimension 4.

The step to ground states is made here by hand: in $H=\sum_jP_{j,j+1}$ each term is a Hermitian projector, so $\langle\psi|H|\psi\rangle=\sum_j\lVert P_{j,j+1}\psi\rVert^2$, and $H\psi=0$ exactly when every bond annihilates $\psi$. For finite open chains with this $H$, the result gives a fourfold zero-energy level against which a diagonalisation program can be compared. If the program uses the bond term $\mathbf S\cdot\mathbf S+\tfrac13(\mathbf S\cdot\mathbf S)^2=2P-\tfrac23$ instead, the same level lies at $-\tfrac23(N-1)$. It says nothing about the gap above that level.

An alternative formalisation would define $H$ and describe its kernel. The theorem would then speak of energies directly, and the step made by hand above would be formalised too, with an inner product and the positivity of each bond term.

## Pauli strings satisfy the bond condition

A Pauli string here is an ordinary matrix product of Pauli matrices, not a tensor product. Since $\sigma_c\sigma_d+\sigma_d\sigma_c=2\delta_{cd}$, the tensor $T_{cd}=\operatorname{tr}(X\sigma_c\sigma_dY)$ has symmetric part $\delta_{cd}\operatorname{tr}(XY)$ and $t=3\operatorname{tr}(XY)$. Hence $PT=0$ for any matrices $X,Y$.

## The state determines B

Products of two Pauli matrices include $1$ and, up to factors $\pm i$, every $\sigma_e$. They span all $2\times2$ matrices, so if $\operatorname{tr}(B\sigma_c\sigma_d)=0$ for all $c,d$, then $B=0$. For longer strings, induction gives $B\sigma_c=0$ for each $c$, hence $B=0$. The map $B\mapsto\psi$ is injective on a four-dimensional space.

## Every solution has this form

For two sites, $PT=0$ means $T_{cd}=\tau\delta_{cd}+\sum_e\epsilon_{cde}v_e$ for some numbers $\tau,v_e$. As $\sigma_c\sigma_d=\delta_{cd}+i\sum_e\epsilon_{cde}\sigma_e$, the choice $B=\tfrac12(\tau-i\sum_e v_e\sigma_e)$ reproduces $T$.

Suppose the form holds for $N$ sites, and take $N+1$. Fixing the first index $c$ gives a matrix $B_c$ with $\psi(c,b_1,\dots,b_N)=\operatorname{tr}(B_c\sigma_{b_1}\cdots\sigma_{b_N})$. For $c\ne d$ the first bond requires

$$\operatorname{tr}\big((B_c\sigma_d+B_d\sigma_c)W\big)=0$$

for every Pauli string $W$ of length $N-1$. If $N\ge3$, the bracket vanishes; if $N=2$, it is a multiple of $1$. Set $A_c=B_c\sigma_c$. The bracket equals $(A_c-A_d)\sigma_c\sigma_d$, so $A_c-A_d$ is a multiple of $\sigma_e$, with $e$ the third index. The differences $A_x-A_y$, $A_y-A_z$, $A_z-A_x$ add to zero and are multiples of the independent matrices $\sigma_z,\sigma_x,\sigma_y$, so each vanishes. With the common value $C=B_x\sigma_x$ we get $B_c=C\sigma_c$, and $C$ is the boundary matrix of the longer chain.

## The Lean file and its lemmas

```lean
import Mathlib

noncomputable section

namespace AKLTOpenChain

/-- The three Pauli matrices, indexed by x, y, z. -/
def pauli : Fin 3 → Matrix (Fin 2) (Fin 2) ℂ :=
  ![!![0, 1; 1, 0], !![0, -Complex.I; Complex.I, 0], !![1, 0; 0, -1]]

/-- The spin-1 matrices in the Cartesian basis. -/
def spin : Fin 3 → Matrix (Fin 3) (Fin 3) ℂ :=
  ![!![0, 0, 0; 0, 0, -Complex.I; 0, Complex.I, 0],
    !![0, 0, Complex.I; 0, 0, 0; -Complex.I, 0, 0],
    !![0, -Complex.I, 0; Complex.I, 0, 0; 0, 0, 0]]

/-- The Heisenberg coupling S·S of two spins 1, acting on a two-site tensor. -/
def heisenberg (T : Fin 3 → Fin 3 → ℂ) (c d : Fin 3) : ℂ :=
  ∑ k, ∑ c', ∑ d', spin k c c' * spin k d d' * T c' d'

/-- The spin-2 projector of a bond: the symmetric traceless part of a two-site tensor. -/
def spinTwo (T : Fin 3 → Fin 3 → ℂ) (c d : Fin 3) : ℂ :=
  (T c d + T d c) / 2 - if c = d then (T 0 0 + T 1 1 + T 2 2) / 3 else 0

/-- Cartesian index strings of a chain of N spins 1. -/
abbrev Chain (N : ℕ) := {a : List (Fin 3) // a.length = N}

/-- The state ψ is annihilated by the spin-2 projector of every neighbouring bond; l and r are
the indices to the left and to the right of the bond. -/
def Annihilated {N : ℕ} (ψ : Chain N → ℂ) : Prop :=
  ∀ (l r : List (Fin 3)) (_ : l.length + r.length + 2 = N) (c d : Fin 3),
    spinTwo (fun c' d' => ψ ⟨l ++ c' :: d' :: r, by simp; omega⟩) c d = 0

/-- The ordered product of Pauli matrices along an index string. -/
def word (a : List (Fin 3)) : Matrix (Fin 2) (Fin 2) ℂ := (a.map pauli).prod

/-- The matrix-product state a ↦ tr(B σ_a1 ... σ_aN), linear in the boundary matrix B. -/
def mps (N : ℕ) : Matrix (Fin 2) (Fin 2) ℂ →ₗ[ℂ] (Chain N → ℂ) where
  toFun B := fun a => (B * word a.1).trace
  map_add' B C := by
    funext a
    simp [add_mul, Matrix.trace_add]
  map_smul' z B := by
    funext a
    simp

/-- The symmetric traceless projector is the AKLT bond term 1/3 + (S·S)/2 + (S·S)²/6. -/
theorem spinTwo_eq_heisenberg (T : Fin 3 → Fin 3 → ℂ) (c d : Fin 3) :
    spinTwo T c d =
      T c d / 3 + heisenberg T c d / 2 + heisenberg (heisenberg T) c d / 6 := by
  have hI := Complex.I_mul_I
  -- S·S exchanges the indices and subtracts the trace part
  have h : ∀ (T : Fin 3 → Fin 3 → ℂ) (c d : Fin 3), heisenberg T c d =
      T d c - if c = d then T 0 0 + T 1 1 + T 2 2 else 0 := by
    intro T c d
    fin_cases c <;> fin_cases d <;> simp [heisenberg, spin, Fin.sum_univ_three] <;> grind
  rcases eq_or_ne c d with rfl | hcd
  · simp only [h, spinTwo, if_true]
    ring
  · simp only [h, spinTwo, if_neg hcd, if_neg hcd.symm]
    ring

/-- For any 2×2 matrices X and Y, the two-site tensor tr(X σ_c σ_d Y) has no spin-2 part. -/
theorem bond_cancel (X Y : Matrix (Fin 2) (Fin 2) ℂ) (c d : Fin 3) :
    spinTwo (fun c' d' => (X * pauli c' * pauli d' * Y).trace) c d = 0 := by
  have sq : ∀ c, pauli c * pauli c = 1 := by
    intro c
    ext i j
    fin_cases c <;> fin_cases i <;> fin_cases j <;>
      simp [pauli, Matrix.mul_apply, Fin.sum_univ_two]
  rcases eq_or_ne c d with rfl | hcd
  · have s : ∀ c, X * pauli c * pauli c * Y = X * Y := fun c => by
      rw [mul_assoc X, sq, mul_one]
    simp only [spinTwo, s, if_true]
    ring
  · have anti : pauli c * pauli d + pauli d * pauli c = 0 := by
      ext i j
      fin_cases c <;> fin_cases d <;> fin_cases i <;> fin_cases j <;>
        simp [pauli] at hcd ⊢
    have t : X * pauli c * pauli d * Y + X * pauli d * pauli c * Y
        = X * (pauli c * pauli d + pauli d * pauli c) * Y := by noncomm_ring
    rw [anti, mul_zero, zero_mul] at t
    have t' := congrArg Matrix.trace t
    rw [Matrix.trace_add, Matrix.trace_zero] at t'
    simp only [spinTwo, if_neg hcd]
    linear_combination t' / 2

/-- A 2×2 matrix whose trace against every Pauli string of a fixed length n + 2 vanishes
is zero. -/
theorem word_separates (n : ℕ) : ∀ X : Matrix (Fin 2) (Fin 2) ℂ,
    (∀ a : List (Fin 3), a.length = n + 2 → (X * word a).trace = 0) → X = 0 := by
  have key : ∀ X : Matrix (Fin 2) (Fin 2) ℂ,
      (∀ a e, (X * pauli a * pauli e).trace = 0) → X = 0 := by
    intro X h
    have hI := Complex.I_mul_I
    simp only [Matrix.trace_fin_two, Matrix.mul_apply, Fin.sum_univ_two] at h
    have h00 := h 0 0
    have h01 := h 0 1
    have h12 := h 1 2
    have h20 := h 2 0
    clear h
    simp [pauli] at h00 h01 h12 h20
    ext i j
    fin_cases i <;> fin_cases j <;> simp <;> grind
  induction n with
  | zero => exact fun X h => key X fun a e => by simpa [word, mul_assoc] using h [a, e] rfl
  | succ n ih =>
    intro X h
    have z : ∀ a, X * pauli a = 0 := fun a => ih _ fun s hs => by
      simpa [word, mul_assoc] using h (a :: s) (by simp; omega)
    exact key X fun a e => by rw [z, zero_mul, Matrix.trace_zero]

/-- A two-site tensor without spin-2 part has the form tr(B σ_c σ_d). -/
theorem two_site (f : Fin 3 → Fin 3 → ℂ) (h : ∀ c d, spinTwo f c d = 0) :
    ∃ B : Matrix (Fin 2) (Fin 2) ℂ, ∀ c d, f c d = (B * pauli c * pauli d).trace := by
  have hI := Complex.I_mul_I
  have h01 := h 0 1
  have h12 := h 1 2
  have h20 := h 2 0
  have h00 := h 0 0
  have h11 := h 1 1
  clear h
  simp [spinTwo] at h01 h12 h20 h00 h11
  refine ⟨!![(f 0 0 - Complex.I * f 0 1) / 2, (-Complex.I * f 1 2 - f 2 0) / 2;
    (-Complex.I * f 1 2 + f 2 0) / 2, (f 0 0 + Complex.I * f 0 1) / 2], fun c d => ?_⟩
  simp only [Matrix.trace_fin_two, Matrix.mul_apply, Fin.sum_univ_two]
  fin_cases c <;> fin_cases d <;> simp [pauli] <;> grind

/-- If B_c σ_d + B_d σ_c has no Pauli component for all c ≠ d, then the three matrices B_c
are C σ_c with the common factor C = B_x σ_x. -/
theorem common_boundary (B : Fin 3 → Matrix (Fin 2) (Fin 2) ℂ)
    (h : ∀ c d e, c ≠ d → ((B c * pauli d + B d * pauli c) * pauli e).trace = 0) (c : Fin 3) :
    B c = B 0 * pauli 0 * pauli c := by
  have hI := Complex.I_mul_I
  simp only [Matrix.trace_fin_two, Matrix.mul_apply, Matrix.add_apply, Fin.sum_univ_two] at h
  have a0 := h 0 1 0 (by decide)
  have a1 := h 0 1 1 (by decide)
  have a2 := h 0 1 2 (by decide)
  have b1 := h 1 2 1 (by decide)
  have b2 := h 1 2 2 (by decide)
  have c0 := h 0 2 0 (by decide)
  have c1 := h 0 2 1 (by decide)
  have c2 := h 0 2 2 (by decide)
  clear h
  simp [pauli] at a0 a1 a2 b1 b2 c0 c1 c2
  ext i j
  simp only [Matrix.mul_apply, Fin.sum_univ_two]
  fin_cases c <;> fin_cases i <;> fin_cases j <;> simp [pauli] <;> grind

/-- Amplitudes without spin-2 part on any bond of a chain of N = n + 2 sites are tr(B σ_a1 ... σ_aN)
for some boundary matrix B. -/
theorem exists_boundary (n : ℕ) : ∀ ψ : List (Fin 3) → ℂ,
    (∀ l r c d, l.length + r.length = n →
      spinTwo (fun c' d' => ψ (l ++ c' :: d' :: r)) c d = 0) →
    ∃ B, ∀ a, a.length = n + 2 → ψ a = (B * word a).trace := by
  induction n with
  | zero =>
    intro ψ h
    obtain ⟨B, hB⟩ := two_site (fun c d => ψ [c, d]) fun c d => h [] [] c d rfl
    refine ⟨B, fun a ha => ?_⟩
    obtain ⟨c, d, rfl⟩ := List.length_eq_two.1 ha
    simpa [word, mul_assoc] using hB c d
  | succ n ih =>
    intro ψ h
    -- one boundary matrix for each value of the first index
    have ih' : ∀ c, ∃ B, ∀ b : List (Fin 3), b.length = n + 2 →
        ψ (c :: b) = (B * word b).trace := fun c =>
      ih (fun b => ψ (c :: b)) fun l r c' d' hl => h (c :: l) r c' d' (by simp; omega)
    choose B hB using ih'
    have hX : ∀ c d, c ≠ d → ∀ s : List (Fin 3), s.length = n + 1 →
        ((B c * pauli d + B d * pauli c) * word s).trace = 0 := by
      intro c d hcd s hs
      have e : ∀ c d, ψ (c :: d :: s) = (B c * (pauli d * word s)).trace := fun c d => by
        simpa [word] using hB c (d :: s) (by simp; omega)
      have h' := h [] s c d (by simp; omega)
      simp only [spinTwo, List.nil_append, e, if_neg hcd] at h'
      rw [add_mul, Matrix.trace_add, mul_assoc, mul_assoc]
      linear_combination 2 * h'
    have hσ : ∀ c d e, c ≠ d →
        ((B c * pauli d + B d * pauli c) * pauli e).trace = 0 := by
      intro c d e hcd
      cases n with
      | zero => simpa [word] using hX c d hcd [e] rfl
      | succ m => rw [word_separates m _ (hX c d hcd), zero_mul, Matrix.trace_zero]
    -- the first bond makes them share one factor
    refine ⟨B 0 * pauli 0, fun a ha => ?_⟩
    cases a with
    | nil => simp at ha
    | cons c b =>
      rw [hB c b (by simp at ha; omega), common_boundary B hσ c]
      simp [word, mul_assoc]

/-- For N ≥ 2 spins 1 on an open chain, the states annihilated by the spin-2 projector of every
neighbouring bond are exactly the states tr(B σ_a1 ... σ_aN), and these form a space of
dimension four. -/
theorem aklt_open_chain (N : ℕ) (hN : 2 ≤ N) :
    (∀ ψ : Chain N → ℂ, Annihilated ψ ↔ ψ ∈ LinearMap.range (mps N)) ∧
      Module.finrank ℂ (LinearMap.range (mps N)) = 4 := by
  obtain ⟨n, rfl⟩ := Nat.exists_eq_add_of_le' hN
  refine ⟨fun ψ => ⟨fun h => ?_, ?_⟩, ?_⟩
  · obtain ⟨g, hg⟩ : ∃ g : List (Fin 3) → ℂ, ∀ a : Chain (n + 2), g a.1 = ψ a :=
      ⟨fun a => if h : a.length = n + 2 then ψ ⟨a, h⟩ else 0, fun a => dif_pos a.2⟩
    obtain ⟨B, hB⟩ := exists_boundary n g fun l r c d hl => by
      have e := h l r (by omega) c d
      simp only [← hg] at e
      exact e
    exact ⟨B, funext fun a => (hB a.1 a.2).symm.trans (hg a)⟩
  · rintro ⟨B, rfl⟩
    intro l r hl c d
    have w : ∀ c' d', (B * word l * pauli c' * pauli d' * word r).trace
        = (B * word (l ++ c' :: d' :: r)).trace := by
      intro c' d'
      simp [word, mul_assoc]
    have e := bond_cancel (B * word l) (word r) c d
    simp only [w] at e
    exact e
  · have inj : Function.Injective (mps (n + 2)) :=
      (injective_iff_map_eq_zero _).2 fun B h =>
        word_separates n B fun s hs => congrFun h ⟨s, hs⟩
    rw [LinearMap.finrank_range_of_inj inj]
    simp [Module.finrank_matrix]

end AKLTOpenChain
```

```lean
#print axioms AKLTOpenChain.spinTwo_eq_heisenberg
#print axioms AKLTOpenChain.aklt_open_chain
```

```
'AKLTOpenChain.spinTwo_eq_heisenberg' depends on axioms: [propext, Classical.choice, Quot.sound]
'AKLTOpenChain.aklt_open_chain' depends on axioms: [propext, Classical.choice, Quot.sound]
```

`spinTwo_eq_heisenberg` proves the formula for $P$ from the explicit spin matrices. `bond_cancel` is the anticommutator argument, with equal and unequal indices treated separately. `word_separates` proves injectivity by induction, for strings of length `n + 2`.

`two_site` writes out the entries of $B$ given above. `common_boundary` proves $B_c=C\sigma_c$ by a different route from the differences $A_c-A_d$: it extracts eight scalar equations, and `grind` solves for the matrix entries using $i^2=-1$.

`exists_boundary` is the induction on chain length. There `choose` collects the matrices $B_c$, and `cases n` separates the case where the bracket is so far known only to be a multiple of $1$ from the case where it is already known to vanish. It works with amplitudes on lists of any length, so `aklt_open_chain` first extends $\psi$ by zero to other lengths. It then proves the two inclusions, and separately obtains the dimension of the range from injectivity.
